# Closed form of the leading WKB action between complex turning points of $p^2-(ix)^N$, for $N>1$ and $E>0$

To estimate a level of $H=p^2-(ix)^N$ with $N\ge2$, for instance $p^2+ix^3$ at $N=3$, one integrates the momentum between two complex turning points, sets the result equal to $(n+\tfrac12)\pi$ and solves for $E$. The closed form below replaces the numerical integral in that step. It concerns one particle in one dimension at leading WKB order. For $N\ge4$ the levels meant are those whose eigenfunctions decay in complex sectors that exclude the real axis.

Units are $\hbar=2m=1$, and $N$ is the exponent of the potential, not a particle number. The turning points are $x_\pm=E^{1/N}e^{-i\pi/2\pm i\pi/N}$. With principal branches of the power and the root, and straight segments to and from the origin, the result is

$$\int_{x_-\to0\to x_+}\!\!\sqrt{E+(ix)^N}\,dx=\sqrt\pi\,\sin\frac{\pi}{N}\;E^{1/2+1/N}\,\frac{\Gamma(1+1/N)}{\Gamma(3/2+1/N)}.$$

## Principal branches and a path through the origin

```lean
import Mathlib

open MeasureTheory
open Complex (I)
open scoped Real ComplexConjugate

namespace ComplexTurningPointWKB

noncomputable section
```

`turningPoint N E σ` is $x_+$ for $\sigma=1$ and $x_-$ for $\sigma=-1$.

```lean
/-- The point `E^(1/N) exp(-iπ/2 + iσπ/N)`, for `N ≠ 0` and `E > 0`; when `N > 1`, the signs `σ = 1`
and `σ = -1` give the right and the left turning point. -/
def turningPoint (N E σ : ℝ) : ℂ :=
  ((E ^ (1 / N) : ℝ) : ℂ) * Complex.exp (-((π : ℂ) / 2) * I + ((σ * π / N : ℝ) : ℂ) * I)
```

Both the power and the square root in `momentum` are principal, which fixes the sign of the momentum. The power has its cut on the positive imaginary $x$-axis.

```lean
/-- The classical momentum `√(E + (ix)^N)` at complex position `x`, with principal branches. -/
def momentum (N E : ℝ) (x : ℂ) : ℂ :=
  ((E : ℂ) + (I * x) ^ (N : ℂ)) ^ (1 / 2 : ℂ)
```

A segment integral is an ordinary integral over $t\in[0,1]$.

```lean
/-- The integral of `f` along the straight segment from `a` to `b` in the complex plane. -/
def segmentIntegral (f : ℂ → ℂ) (a b : ℂ) : ℂ :=
  ∫ t in (0 : ℝ)..1, f (a + t * (b - a)) * (b - a)
```

`wkbAction` traverses the path once, so it is half of the closed-cycle action found in many textbooks.

```lean
/-- The WKB action: the momentum integrated from the left turning point to the origin and on to the
right turning point, for `N > 1` and `E > 0`. -/
def wkbAction (N E : ℝ) : ℂ :=
  segmentIntegral (momentum N E) (turningPoint N E (-1)) 0 +
    segmentIntegral (momentum N E) 0 (turningPoint N E 1)
```

Since $e^{-i\pi/2}=-i$, the points have the Cartesian form $x_\sigma=E^{1/N}\left(\sin\frac{\sigma\pi}{N}-i\cos\frac{\sigma\pi}{N}\right)$.

```lean
/-- The point `turningPoint N E σ` in Cartesian form, `E^(1/N) (sin θ - i cos θ)` with `θ = σπ/N`.
-/
theorem turningPoint_eq (N E σ : ℝ) :
    turningPoint N E σ = ((E ^ (1 / N) : ℝ) : ℂ) *
      ((Real.sin (σ * π / N) : ℂ) - (Real.cos (σ * π / N) : ℂ) * I) := by
  have h : Complex.exp (-((π : ℂ) / 2) * I) = -I := by
    rw [Complex.exp_mul_I, Complex.cos_neg, Complex.sin_neg, Complex.cos_pi_div_two,
      Complex.sin_pi_div_two]
    ring
  unfold turningPoint
  rw [Complex.exp_add, h, Complex.exp_mul_I, ← Complex.ofReal_cos, ← Complex.ofReal_sin]
  linear_combination (-(((E ^ (1 / N) : ℝ) : ℂ) * (Real.sin (σ * π / N) : ℂ))) * Complex.I_sq
```

## $N>1$ and $\sigma=\pm1$: the phase of $(ix)^N$

Physically, $\sigma=\pm1$ selects the pair of turning points that becomes $\pm\sqrt E$ at $N=2$, and $N>1$ keeps the two apart. On the ray $x=t\,x_\sigma$ with $t\ge0$,

$$ix=tE^{1/N}e^{i\sigma\pi/N},\qquad (ix)^N=t^NE\,e^{i\sigma\pi}=-Et^N.$$

For $t>0$ the second equality follows because $\sigma\pi/N$ is the principal argument of $ix$, which $N>1$ ensures. In the proof, `h1` is the polar form, `hang` places the angle in $(-\pi,\pi]$ so that `Complex.log_exp` applies, and `h3` evaluates $e^{i\sigma\pi}=-1$. The case $t=0$ is treated separately.

```lean
/-- On the ray from the origin through either turning point, `(ix)^N` is real and equals
`-E t^N` at the fraction `t ≥ 0` of the way, for `N > 1` and `E > 0`. -/
theorem ray_power {N E σ t : ℝ} (hN : 1 < N) (hE : 0 < E) (hσ : σ = 1 ∨ σ = -1)
    (ht : 0 ≤ t) :
    (I * ((t : ℂ) * turningPoint N E σ)) ^ (N : ℂ) = -((t ^ N * E : ℝ) : ℂ) := by
  have hN0 : N ≠ 0 := by linarith
  rcases ht.eq_or_lt with rfl | ht
  · rw [Complex.ofReal_zero, zero_mul, mul_zero,
      Complex.zero_cpow (Complex.ofReal_ne_zero.mpr hN0), Real.zero_rpow hN0, zero_mul,
      Complex.ofReal_zero, neg_zero]
  have hs : 0 < t * E ^ (1 / N) := mul_pos ht (Real.rpow_pos_of_pos hE _)
  -- polar form of `ix`
  have h1 : I * ((t : ℂ) * turningPoint N E σ) =
      Complex.exp ((Real.log (t * E ^ (1 / N)) : ℂ) + ((σ * π / N : ℝ) : ℂ) * I) := by
    rw [Complex.exp_add, ← Complex.ofReal_exp, Real.exp_log hs,
      Complex.ofReal_mul t (E ^ (1 / N)), turningPoint_eq, Complex.exp_mul_I,
      ← Complex.ofReal_cos, ← Complex.ofReal_sin]
    linear_combination (-((t : ℂ) * ((E ^ (1 / N) : ℝ) : ℂ) *
      (Real.cos (σ * π / N) : ℂ))) * Complex.I_sq
  have him : ∀ a b : ℝ, ((a : ℂ) + (b : ℂ) * I).im = b := by
    intro a b
    simp
  -- the argument lies in the principal strip
  have hpos : 0 < π / N := div_pos Real.pi_pos (by linarith)
  have hlt : π / N < π := div_lt_self Real.pi_pos hN
  have hang : -π < σ * π / N ∧ σ * π / N ≤ π := by
    rcases hσ with rfl | rfl
    · rw [one_mul]
      constructor <;> linarith
    · rw [show (-1 : ℝ) * π / N = -(π / N) by ring]
      constructor <;> linarith
  have h2 : ((σ * π / N : ℝ) : ℂ) * (N : ℂ) = ((σ * π : ℝ) : ℂ) := by
    rw [← Complex.ofReal_mul, div_mul_cancel₀ _ hN0]
  have h3 : Complex.exp (((σ * π : ℝ) : ℂ) * I) = -1 := by
    rcases hσ with rfl | rfl
    · rw [one_mul, Complex.exp_pi_mul_I]
    · rw [show (((-1 : ℝ) * π : ℝ) : ℂ) * I = -((π : ℂ) * I) by push_cast; ring,
        Complex.exp_neg, Complex.exp_pi_mul_I]
      norm_num
  have h4 : (t * E ^ (1 / N)) ^ N = t ^ N * E := by
    rw [Real.mul_rpow ht.le (Real.rpow_nonneg hE.le _), ← Real.rpow_mul hE.le,
      one_div_mul_cancel hN0, Real.rpow_one]
  rw [h1, Complex.cpow_def_of_ne_zero (Complex.exp_ne_zero _),
    Complex.log_exp (by rw [him]; exact hang.1) (by rw [him]; exact hang.2),
    add_mul, mul_right_comm, h2, Complex.exp_add, h3, ← Complex.ofReal_mul,
    ← Complex.ofReal_exp, ← Real.rpow_def_of_pos hs, h4, mul_neg_one]
```

Positivity of $N$ alone would not be enough. For $N=\tfrac12$ and $E=1$ the formula gives $x_+=-i$, hence $ix=1$ and $E+(ix)^N=2$, not zero. At $N=1$ both points merge at $iE$, and the path runs out and back with zero action. An arbitrary real $\sigma$ fails too: $\sigma=0$ gives $(ix)^N=+E$ at the end of the ray.

## $E>0$: mirror-image points and a real momentum

Positive energy makes $E^{1/N}$ a real length. Setting $t=1$ above gives $E+(ix_\pm)^N=0$, and the Cartesian form gives $x_-=-\overline{x_+}$, a reflection in the imaginary axis. The proof takes the same two steps.

```lean
/-- For `N > 1` and `E > 0` both turning points solve `E + (ix)^N = 0`, and they are mirror
images of each other in the imaginary axis. -/
theorem turningPoints_zero_and_mirror {N E : ℝ} (hN : 1 < N) (hE : 0 < E) :
    (∀ σ : ℝ, σ = 1 ∨ σ = -1 → (E : ℂ) + (I * turningPoint N E σ) ^ (N : ℂ) = 0) ∧
      turningPoint N E (-1) = -conj (turningPoint N E 1) := by
  constructor
  · intro σ hσ
    have h := ray_power hN hE hσ zero_le_one
    rw [Complex.ofReal_one, one_mul, Real.one_rpow, one_mul] at h
    rw [h, add_neg_cancel]
  · rw [turningPoint_eq, turningPoint_eq, show (-1 : ℝ) * π / N = -(1 * π / N) by ring,
      Real.sin_neg, Real.cos_neg]
    simp only [map_mul, map_sub, Complex.conj_ofReal, Complex.conj_I, Complex.ofReal_neg]
    ring
```

A nonzero real energy of either sign would not suffice for the reflection. With $N=2$ and $E=-1$, the zeros of $E-x^2$ are $\pm i$, and each is its own mirror image.

For $0\le t\le1$ the radicand $E(1-t^N)$ is nonnegative, so

$$\sqrt{E+(ix)^N}=\sqrt E\,\sqrt{1-t^N}.$$

`momentum_ray` uses $E>0$ and $t\le1$ to turn the complex root into a real one. Beyond the turning point, at $t>1$, the momentum is imaginary.

```lean
/-- Between the origin and either turning point the momentum is the real number
`√E √(1 - t^N)`, for `N > 1`, `E > 0` and `0 ≤ t ≤ 1`. -/
theorem momentum_ray {N E σ t : ℝ} (hN : 1 < N) (hE : 0 < E) (hσ : σ = 1 ∨ σ = -1)
    (ht : 0 ≤ t) (ht1 : t ≤ 1) :
    momentum N E ((t : ℂ) * turningPoint N E σ) = ((√E * √(1 - t ^ N) : ℝ) : ℂ) := by
  have h1 : t ^ N ≤ 1 := Real.rpow_le_one ht ht1 (by linarith)
  have h2 : (E : ℂ) + -((t ^ N * E : ℝ) : ℂ) = ((E * (1 - t ^ N) : ℝ) : ℂ) := by
    rw [← Complex.ofReal_neg, ← Complex.ofReal_add]
    congr 1
    ring
  unfold momentum
  rw [ray_power hN hE hσ ht, h2, show (1 / 2 : ℂ) = ((1 / 2 : ℝ) : ℂ) by norm_num,
    ← Complex.ofReal_cpow (mul_nonneg hE.le (sub_nonneg.2 h1)), ← Real.sqrt_eq_rpow,
    Real.sqrt_mul hE.le]
```

## The remaining real integral needs only $N>0$

Let $J=\int_0^1\sqrt{1-t^N}\,dt$. With $u=t^N$ and $dt=\frac1N u^{1/N-1}du$,

$$J=\frac1N\int_0^1u^{1/N-1}\sqrt{1-u}\,du=\frac1N\,\frac{\Gamma(1/N)\,\Gamma(3/2)}{\Gamma(3/2+1/N)}=\frac{\sqrt\pi}{2}\,\frac{\Gamma(1+1/N)}{\Gamma(3/2+1/N)},$$

by $\Gamma(3/2)=\sqrt\pi/2$ and $\frac1N\Gamma(\frac1N)=\Gamma(1+\frac1N)$. The first lemma evaluates the Beta integral.

```lean
/-- The Beta integral of `x^(a-1) √(1-x)` over `[0,1]` in terms of Gamma functions,
for `a > 0`. -/
theorem integral_rpow_mul_sqrt {a : ℝ} (ha : 0 < a) :
    ∫ x in (0 : ℝ)..1, x ^ (a - 1) * √(1 - x) =
      Real.Gamma a * (√π / 2) / Real.Gamma (a + 3 / 2) := by
  have hG : Real.Gamma (3 / 2) = √π / 2 := by
    rw [show (3 / 2 : ℝ) = 1 / 2 + 1 by norm_num, Real.Gamma_add_one (by norm_num),
      Real.Gamma_one_half_eq]
    ring
  have hb : Complex.betaIntegral (a : ℂ) ((3 / 2 : ℝ) : ℂ) =
      ((∫ x in (0 : ℝ)..1, x ^ (a - 1) * √(1 - x) : ℝ) : ℂ) := by
    rw [Complex.betaIntegral, ← intervalIntegral.integral_ofReal]
    refine intervalIntegral.integral_congr fun x hx => ?_
    rw [Set.uIcc_of_le (zero_le_one' ℝ)] at hx
    rw [Complex.ofReal_mul, Real.sqrt_eq_rpow, show (1 / 2 : ℝ) = 3 / 2 - 1 by norm_num,
      Complex.ofReal_cpow hx.1, Complex.ofReal_cpow (sub_nonneg.2 hx.2)]
    simp only [Complex.ofReal_sub, Complex.ofReal_one]
  have h := Complex.Gamma_mul_Gamma_eq_betaIntegral
    (show 0 < (a : ℂ).re by rw [Complex.ofReal_re]; exact ha)
    (show 0 < ((3 / 2 : ℝ) : ℂ).re by rw [Complex.ofReal_re]; norm_num)
  rw [hb, Complex.Gamma_ofReal, Complex.Gamma_ofReal, ← Complex.ofReal_add,
    Complex.Gamma_ofReal, ← Complex.ofReal_mul, ← Complex.ofReal_mul] at h
  have h' := Complex.ofReal_injective h
  rw [eq_div_iff (Real.Gamma_pos_of_pos (by positivity)).ne', ← hG, h']
  ring
```

The second performs the substitution. Mathlib's rule for it works on $(0,\infty)$; `hcut` moves between that range and $[0,1]$, using Lean's convention that the real square root of a negative number is zero.

```lean
/-- The reduced action integral of `√(1 - t^N)` over `[0,1]`, for `N > 0`. -/
theorem integral_sqrt_one_sub_rpow {N : ℝ} (hN : 0 < N) :
    ∫ t in (0 : ℝ)..1, √(1 - t ^ N) =
      √π / 2 * Real.Gamma (1 + 1 / N) / Real.Gamma (3 / 2 + 1 / N) := by
  have hcut : ∀ g : ℝ → ℝ, (∀ x, 1 < x → g x = 0) →
      ∫ x in Set.Ioi (0 : ℝ), g x = ∫ x in (0 : ℝ)..1, g x := by
    intro g hg
    rw [intervalIntegral.integral_of_le zero_le_one]
    exact MeasureTheory.setIntegral_eq_of_subset_of_forall_sdiff_eq_zero measurableSet_Ioi
      (fun x hx => hx.1)
      (fun x hx => hg x (by by_contra h; exact hx.2 ⟨hx.1, not_lt.mp h⟩))
  have hp : 0 < 1 / N := by positivity
  -- substitution `x = t^N`
  have hsub := integral_comp_rpow_Ioi_of_pos (g := fun t : ℝ => √(1 - t ^ N)) hp
  have hchange : ∫ x in Set.Ioi (0 : ℝ), (1 / N * x ^ (1 / N - 1)) • √(1 - (x ^ (1 / N)) ^ N) =
      ∫ x in Set.Ioi (0 : ℝ), 1 / N * (x ^ (1 / N - 1) * √(1 - x)) := by
    refine setIntegral_congr_fun measurableSet_Ioi fun x hx => ?_
    rw [smul_eq_mul, ← Real.rpow_mul (Set.mem_Ioi.mp hx).le, one_div_mul_cancel hN.ne',
      Real.rpow_one]
    ring
  rw [← hcut (fun t => √(1 - t ^ N)) (fun x hx => Real.sqrt_eq_zero_of_nonpos
      (by have := Real.one_lt_rpow hx hN; linarith)), ← hsub]
  refine hchange.trans ?_
  rw [hcut _ (fun x hx => by
      rw [Real.sqrt_eq_zero_of_nonpos (by linarith), mul_zero, mul_zero]),
    intervalIntegral.integral_const_mul, integral_rpow_mul_sqrt hp, add_comm 1 (1 / N),
    Real.Gamma_add_one hp.ne', add_comm (3 / 2) (1 / N)]
  ring
```

The right segment contributes $\sqrt E\,J\,x_+$ and the left one, traversed towards the origin, $-\sqrt E\,J\,x_-$. Their sum is

$$\sqrt E\,J\,(x_+-x_-)=2E^{1/2+1/N}\sin\frac{\pi}{N}\,J,$$

which is the stated formula. In the proof, `swap` supplies the minus sign and `ray` extracts $J$. The theorem equates the complex action with a real number regarded as complex, so its imaginary part vanishes.

```lean
/-- For `N > 1` and `E > 0` the WKB action between the complex turning points is real and
equals `√π sin(π/N) E^(1/2+1/N) Γ(1+1/N) / Γ(3/2+1/N)`. -/
theorem wkbAction_eq {N E : ℝ} (hN : 1 < N) (hE : 0 < E) :
    wkbAction N E = ((√π * Real.sin (π / N) * E ^ (1 / 2 + 1 / N) *
      Real.Gamma (1 + 1 / N) / Real.Gamma (3 / 2 + 1 / N) : ℝ) : ℂ) := by
  -- reversing a segment changes the sign
  have swap : ∀ (f : ℂ → ℂ) (b : ℂ), segmentIntegral f b 0 = -segmentIntegral f 0 b := by
    intro f b
    have h := intervalIntegral.integral_comp_sub_left (a := 0) (b := 1)
      (fun t : ℝ => f (0 + t * (b - 0)) * (b - 0)) 1
    beta_reduce at h
    rw [sub_self, show (1 : ℝ) - 0 = 1 from sub_zero 1] at h
    unfold segmentIntegral
    rw [← h, ← intervalIntegral.integral_neg]
    refine intervalIntegral.integral_congr fun t _ => ?_
    rw [show (0 : ℂ) + ((1 - t : ℝ) : ℂ) * (b - 0) = b + t * (0 - b) by push_cast; ring]
    ring
  have ray : ∀ σ : ℝ, σ = 1 ∨ σ = -1 →
      segmentIntegral (momentum N E) 0 (turningPoint N E σ) =
        ((√E * (∫ t in (0 : ℝ)..1, √(1 - t ^ N)) : ℝ) : ℂ) * turningPoint N E σ := by
    intro σ hσ
    unfold segmentIntegral
    rw [← intervalIntegral.integral_const_mul, ← intervalIntegral.integral_ofReal,
      ← intervalIntegral.integral_mul_const]
    refine intervalIntegral.integral_congr fun t ht => ?_
    rw [Set.uIcc_of_le (zero_le_one' ℝ)] at ht
    rw [sub_zero, zero_add, momentum_ray hN hE hσ ht.1 ht.2]
  -- only the difference of the turning points remains
  rw [wkbAction, swap, ray (-1) (Or.inr rfl), ray 1 (Or.inl rfl),
    integral_sqrt_one_sub_rpow (by linarith), turningPoint_eq, turningPoint_eq,
    show (-1 : ℝ) * π / N = -(π / N) by ring, one_mul, Real.sin_neg, Real.cos_neg,
    Real.rpow_add hE, ← Real.sqrt_eq_rpow E]
  simp only [Complex.ofReal_mul, Complex.ofReal_div, Complex.ofReal_neg, Complex.ofReal_ofNat]
  ring
```

For an integer exponent $m\ge2$ the power is the ordinary one, without a cut. `Complex.cpow_natCast` identifies the two powers, and $m\ge2$ supplies $N>1$.

```lean
/-- The same closed form for an integer exponent `m ≥ 2` and `E > 0`, with `(ix)^m` the
ordinary power. -/
theorem integral_integer_exponent {m : ℕ} {E : ℝ} (hm : 2 ≤ m) (hE : 0 < E) :
    segmentIntegral (fun x => ((E : ℂ) + (I * x) ^ m) ^ (1 / 2 : ℂ)) (turningPoint m E (-1)) 0 +
      segmentIntegral (fun x => ((E : ℂ) + (I * x) ^ m) ^ (1 / 2 : ℂ)) 0 (turningPoint m E 1) =
    ((√π * Real.sin (π / m) * E ^ (1 / 2 + 1 / (m : ℝ)) *
      Real.Gamma (1 + 1 / m) / Real.Gamma (3 / 2 + 1 / m) : ℝ) : ℂ) := by
  have h : momentum m E = fun x => ((E : ℂ) + (I * x) ^ m) ^ (1 / 2 : ℂ) := by
    funext x
    unfold momentum
    rw [Complex.ofReal_natCast, Complex.cpow_natCast]
  rw [← h]
  exact wkbAction_eq (by exact_mod_cast hm) hE
```

## The quantisation condition is postulated

The condition that the action equals $(n+\tfrac12)\pi$, with $n=0,1,2,\dots$, stands for matching decaying WKB solutions through the two turning points. The decay is required in the two sectors of the complex plane that continue the positive and negative real directions from $N=2$; for $N\ge4$ these sectors exclude the real axis. At $N=6$, for example, $H$ is $p^2+x^6$, but the formula does not give its ordinary levels on the real line, which belong to the turning points $\pm E^{1/6}$. The theorems solve the quantisation condition; the step from its solutions to eigenvalues of $H$ is a separate approximation. For $1<N<2$ that step is doubtful even at leading order, because the cut separates the turning points and the path passes through its end at the origin.

Dividing by the prefactor and raising to the inverse of $\frac12+\frac1N$ gives

$$E=\left[\frac{\sqrt\pi\,(n+\frac12)\,\Gamma(3/2+1/N)}{\sin(\pi/N)\,\Gamma(1+1/N)}\right]^{2N/(N+2)}.$$

Here $N>1$ enters again, through $\sin(\pi/N)>0$, and $E>0$ lets `Real.eq_rpow_inv` invert the power.

```lean
/-- For `N > 1` and `E > 0`, the quantization condition `action = (n + 1/2)π` holds exactly
when `E` is the stated closed-form WKB energy. -/
theorem quantization_iff {N E : ℝ} (hN : 1 < N) (hE : 0 < E) (n : ℕ) :
    wkbAction N E = ((((n : ℝ) + 1 / 2) * π : ℝ) : ℂ) ↔
      E = (√π * ((n : ℝ) + 1 / 2) * Real.Gamma (3 / 2 + 1 / N) /
        (Real.sin (π / N) * Real.Gamma (1 + 1 / N))) ^ (2 * N / (N + 2)) := by
  have hN0 : 0 < N := by linarith
  have hs : 0 < Real.sin (π / N) :=
    Real.sin_pos_of_pos_of_lt_pi (div_pos Real.pi_pos hN0) (div_lt_self Real.pi_pos hN)
  have hG1 : 0 < Real.Gamma (1 + 1 / N) := Real.Gamma_pos_of_pos (by positivity)
  have hG2 : 0 < Real.Gamma (3 / 2 + 1 / N) := Real.Gamma_pos_of_pos (by positivity)
  have hp : 0 < √π := Real.sqrt_pos.2 Real.pi_pos
  have hpi : √π * √π = π := Real.mul_self_sqrt Real.pi_pos.le
  have hq : 2 * N / (N + 2) = (1 / 2 + 1 / N)⁻¹ := by
    rw [show 1 / 2 + 1 / N = (N + 2) / (2 * N) by field_simp, inv_div]
  rw [wkbAction_eq hN hE, Complex.ofReal_inj, hq,
    Real.eq_rpow_inv hE.le (by positivity) (by positivity),
    div_eq_iff hG2.ne', eq_div_iff (mul_pos hs hG1).ne']
  constructor
  · intro h
    apply mul_left_cancel₀ hp.ne'
    linear_combination h - ((n : ℝ) + 1 / 2) * Real.Gamma (3 / 2 + 1 / N) * hpi
  · intro h
    linear_combination √π * h + ((n : ℝ) + 1 / 2) * Real.Gamma (3 / 2 + 1 / N) * hpi
```

The smallest integer exponent, $N=2$, is the harmonic oscillator $p^2+x^2$. The action reduces to $\pi E/2$, and the condition becomes $E=2n+1$, the exact spectrum in these units.

```lean
/-- For `N = 2` and `E > 0` the quantization condition `action = (n + 1/2)π` is equivalent to
`E = 2n + 1`. -/
theorem quantization_harmonic {E : ℝ} (hE : 0 < E) (n : ℕ) :
    wkbAction 2 E = ((((n : ℝ) + 1 / 2) * π : ℝ) : ℂ) ↔ E = 2 * n + 1 := by
  have hpi : √π * √π = π := Real.mul_self_sqrt Real.pi_pos.le
  have hG : Real.Gamma (1 + 1 / 2) = √π / 2 := by
    rw [add_comm, Real.Gamma_add_one (by norm_num), Real.Gamma_one_half_eq]
    ring
  have h : √π * Real.sin (π / 2) * E ^ (1 / 2 + 1 / 2 : ℝ) *
      Real.Gamma (1 + 1 / 2) / Real.Gamma (3 / 2 + 1 / 2) = π * E / 2 := by
    rw [hG, show (1 / 2 + 1 / 2 : ℝ) = 1 by norm_num,
      show (3 / 2 + 1 / 2 : ℝ) = 2 by norm_num, Real.sin_pi_div_two, Real.rpow_one,
      Real.Gamma_two]
    linear_combination (E / 2) * hpi
  rw [wkbAction_eq one_lt_two hE, h, Complex.ofReal_inj]
  constructor
  · intro h'
    apply mul_left_cancel₀ Real.pi_ne_zero
    linear_combination 2 * h'
  · intro h'
    rw [h']
    ring

end

end ComplexTurningPointWKB
```

```lean
#print axioms ComplexTurningPointWKB.wkbAction_eq
-- 'ComplexTurningPointWKB.wkbAction_eq' depends on axioms: [propext, Classical.choice, Quot.sound]
#print axioms ComplexTurningPointWKB.integral_integer_exponent
-- 'ComplexTurningPointWKB.integral_integer_exponent' depends on axioms: [propext, Classical.choice, Quot.sound]
#print axioms ComplexTurningPointWKB.quantization_iff
-- 'ComplexTurningPointWKB.quantization_iff' depends on axioms: [propext, Classical.choice, Quot.sound]
#print axioms ComplexTurningPointWKB.quantization_harmonic
-- 'ComplexTurningPointWKB.quantization_harmonic' depends on axioms: [propext, Classical.choice, Quot.sound]
```
